# Nonnegative spectra from the zero-temperature Fan cumulant with finitely many modes

A spectral function that dips below zero cannot be read as a distribution of electron addition energies. Approximate propagators can produce such dips. For a level coupled to phonons of positive frequency, expanding the exponential of the cumulant only to first order gives a spectrum that turns negative just above the bare level when the broadening is small. The full exponential has no such defect if the coupling strengths are nonnegative: it is a sum of oscillations with nonnegative weights.

## The level, its modes and its cumulant

The modes are labelled by a finite type `ι`, and a second finite type `κ` labels a list of times.

```lean
import Mathlib

open Complex (I)
open MeasureTheory Matrix
open scoped ComplexConjugate ComplexOrder

namespace FanCumulant

noncomputable section

variable {ι κ : Type*} [Fintype ι] [Fintype κ]
```

Write $\mathrm i$ for the imaginary unit and set $\hbar=1$. Mode $j$ has frequency $w_j$ and dimensionless coupling strength $s_j$, and the cumulant is

$$C(t)=\sum_j s_j\left(e^{-\mathrm i w_j t}-1+\mathrm i w_j t\right).$$

For a single level coupled linearly to harmonic modes, $s_j$ is the squared coupling energy divided by $w_j^2$. This is the physics behind the hypothesis $s_j\ge 0$, which the positivity theorems assume. The name of the cumulant refers to the Fan self-energy, which is of second order in this linear coupling and from which $C(t)$ is built. The code takes $w$ and $s$ as given real functions and does not derive them from a Hamiltonian.

```lean
/-- The zero-temperature cumulant of a level coupled to modes of frequency `w j` with
coupling strength `s j`. -/
def fanCumulant (w s : ι → ℝ) (t : ℝ) : ℂ :=
  ∑ j, (s j : ℂ) * (Complex.exp (-(I * w j * t)) - 1 + I * w j * t)
```

Let $S=\sum_j s_j$ and $\Delta=\sum_j s_jw_j$. A line is a sequence $p=(p_0,\dots,p_{N-1})$ of emitted phonons, in Lean a function `p : Fin N → ι`. Measured from the bare level, its energy is

$$E_p=\sum_i w_{p_i}-\Delta .$$

```lean
/-- Energy of the line in which the phonons `p 0, p 1, ...` are emitted, measured from the
bare level and including the relaxation shift. -/
def lineEnergy (w s : ι → ℝ) {N : ℕ} (p : Fin N → ι) : ℝ :=
  ∑ i, w (p i) - ∑ j, s j * w j
```

Its weight is

$$W_p=\frac{e^{-S}}{N!}\prod_i s_{p_i}.$$

Different orderings of the same phonons count as different sequences, and the $1/N!$ compensates for this. For $N=0$ there is one empty sequence, the zero-phonon line, with weight $e^{-S}$ and energy $-\Delta$.

```lean
/-- Weight of the line in which the phonons `p 0, p 1, ...` are emitted. -/
def lineWeight (s : ι → ℝ) {N : ℕ} (p : Fin N → ι) : ℝ :=
  Real.exp (-∑ j, s j) * (∏ i, s (p i)) / (N.factorial : ℝ)
```

The two objects whose positivity is at stake are built from $e^{C(t)}$. The first is the matrix $M_{ab}=e^{C(t_a-t_b)}$ for arbitrary real times, repetitions allowed.

```lean
/-- The matrix of cumulant propagators between the times `t a` and `t b`. -/
def cumulantMatrix (w s : ι → ℝ) (t : κ → ℝ) : Matrix κ κ ℂ :=
  Matrix.of fun a b => Complex.exp (fanCumulant w s (t a - t b))
```

The second is the spectral function with broadening $\eta$ at energy $\omega$, measured from the bare level,

$$A(\omega)=\frac1\pi\,\mathrm{Re}\int_0^\infty e^{(\mathrm i\omega-\eta)t}\,e^{C(t)}\,dt .$$

```lean
/-- The spectral function at energy `ω` with broadening `η`: the real part of the damped
half-line Fourier transform of the cumulant propagator, divided by `π`. -/
def spectralFunction (w s : ι → ℝ) (η ω : ℝ) : ℝ :=
  (1 / Real.pi) * (∫ t in Set.Ioi (0 : ℝ),
    Complex.exp ((I * ω - η) * t) * Complex.exp (fanCumulant w s t)).re
```

## Weights, satellites and time reversal

If every $s_j\ge0$, then $W_p$ is a product of nonnegative factors divided by $N!$.

```lean
/-- Line weights are nonnegative when the coupling strengths are. -/
theorem lineWeight_nonneg {s : ι → ℝ} (hs : ∀ j, 0 ≤ s j) {N : ℕ} (p : Fin N → ι) :
    0 ≤ lineWeight s p := by
  have h : 0 ≤ ∏ i, s (p i) := Finset.prod_nonneg fun i _ => hs (p i)
  unfold lineWeight
  positivity
```

If every $w_j>0$ and $N>0$, then $\sum_i w_{p_i}>0$, so $E_p>-\Delta$: the phonon satellites are centred above the zero-phonon line. Only this statement uses the sign of the frequencies.

```lean
/-- For positive mode frequencies, every line with at least one phonon lies strictly above
the zero-phonon energy `-∑ s j * w j`. -/
theorem zeroPhonon_lt_lineEnergy {w : ι → ℝ} (hw : ∀ j, 0 < w j) (s : ι → ℝ) {N : ℕ}
    (hN : 0 < N) (p : Fin N → ι) : -∑ j, s j * w j < lineEnergy w s p := by
  have h : 0 < ∑ i, w (p i) :=
    Finset.sum_pos (fun i _ => hw (p i)) ⟨⟨0, hN⟩, Finset.mem_univ _⟩
  unfold lineEnergy
  linarith
```

Since $w_j$ and $s_j$ are real, replacing $t$ by $-t$ conjugates each term, so $C(-t)=\overline{C(t)}$. The proof moves the conjugation inside the sum and compares term by term.

```lean
/-- Reversing time conjugates the cumulant. -/
theorem fanCumulant_neg (w s : ι → ℝ) (t : ℝ) :
    fanCumulant w s (-t) = conj (fanCumulant w s t) := by
  unfold fanCumulant
  rw [map_sum]
  refine Finset.sum_congr rfl fun j _ => ?_
  simp only [map_mul, map_add, map_sub, map_one, map_neg, ← Complex.exp_conj,
    Complex.conj_ofReal, Complex.conj_I]
  push_cast
  ring_nf
```

## The propagator as a sum of lines

Separate the constant and linear parts of the cumulant:

$$e^{C(t)}=e^{-S+\mathrm i\Delta t}\exp\Big(\sum_j s_je^{-\mathrm i w_jt}\Big).$$

Expand the last exponential in powers. Multiplying out the $N$-th power means choosing one mode from each factor, which is a sum over sequences:

$$\Big(\sum_j s_je^{-\mathrm i w_jt}\Big)^N=\sum_p\prod_i s_{p_i}e^{-\mathrm i w_{p_i}t}.$$

Collecting factors gives

$$e^{C(t)}=\sum_{N=0}^\infty\sum_p W_p\,e^{-\mathrm i E_pt}.$$

In the proof, `hC` is the separation, `Fintype.sum_pow` multiplies out the power, and `hE` assembles the phases into $e^{-\mathrm i E_pt}$. `HasSum` states that the series over $N$ converges to the given value.

```lean
/-- The cumulant propagator is a sum, over phonon number and phonon sequences, of
oscillations at the line energies with the line weights. -/
theorem hasSum_lines (w s : ι → ℝ) (t : ℝ) :
    HasSum (fun N : ℕ => ∑ p : Fin N → ι,
      (lineWeight s p : ℂ) * Complex.exp (-(I * lineEnergy w s p * t)))
      (Complex.exp (fanCumulant w s t)) := by
  have h : ∀ z : ℂ, HasSum (fun n : ℕ => z ^ n / (n.factorial : ℂ)) (Complex.exp z) := by
    intro z
    rw [Complex.exp_eq_exp_ℂ]
    exact NormedSpace.expSeries_div_hasSum_exp z
  -- split off the normalisation and the relaxation shift
  have hC : Complex.exp (fanCumulant w s t) =
      Complex.exp (-(∑ j, (s j : ℂ)) + I * (∑ j, (s j : ℂ) * w j) * t) *
        Complex.exp (∑ j, (s j : ℂ) * Complex.exp (-(I * w j * t))) := by
    rw [← Complex.exp_add]
    congr 1
    simp only [fanCumulant, Finset.mul_sum, Finset.sum_mul, ← Finset.sum_neg_distrib,
      ← Finset.sum_add_distrib]
    refine Finset.sum_congr rfl fun j _ => ?_
    ring
  rw [hC]
  refine ((h _).mul_left _).congr_fun ?_ |> fun h' => h'
  intro N
  -- the N-th power is a sum over sequences of N phonons
  rw [Fintype.sum_pow, Finset.sum_div, Finset.mul_sum]
  refine Finset.sum_congr rfl fun p _ => ?_
  have hE : Complex.exp (-(I * lineEnergy w s p * t)) =
      Complex.exp (I * (∑ j, (s j : ℂ) * w j) * t) *
        ∏ i, Complex.exp (-(I * w (p i) * t)) := by
    rw [← Complex.exp_sum, ← Complex.exp_add]
    congr 1
    simp only [lineEnergy]
    push_cast
    rw [Finset.sum_neg_distrib, ← Finset.sum_mul, ← Finset.mul_sum]
    ring
  rw [hE, Finset.prod_mul_distrib, Complex.exp_add]
  simp only [lineWeight]
  push_cast
  ring
```

At $t=0$ the cumulant vanishes, so the weights sum to one. They do not depend on the frequencies, and the proof sets these to zero as well.

```lean
/-- The line weights sum to one. -/
theorem hasSum_lineWeight (s : ι → ℝ) :
    HasSum (fun N : ℕ => ∑ p : Fin N → ι, lineWeight s p) 1 := by
  have h := Complex.reCLM.hasSum (hasSum_lines 0 s 0)
  simpa [fanCumulant, Complex.re_sum] using h
```

## Positivity of the matrix of propagators

Hermiticity is $\overline{M_{ba}}=M_{ab}$, which follows from $C(-t)=\overline{C(t)}$. For a complex vector $x$, insert the line expansion and use $e^{-\mathrm i E(t_a-t_b)}=e^{-\mathrm i Et_a}e^{\mathrm i Et_b}$:

$$\sum_{a,b}\overline{x_a}M_{ab}x_b=\sum_{N=0}^\infty\sum_pW_p\,\Big|\sum_b e^{\mathrm i E_pt_b}x_b\Big|^2\ge0 .$$

The identity for a single line is `key`, and `H` sums it over all lines. In Lean's order on the complex numbers, nonnegative means zero imaginary part and nonnegative real part, so the proof ends by checking both.

```lean
/-- For nonnegative coupling strengths and any finite family of times, the matrix of
cumulant propagators is Hermitian and positive semidefinite. -/
theorem cumulantMatrix_posSemidef (w : ι → ℝ) {s : ι → ℝ} (hs : ∀ j, 0 ≤ s j)
    (t : κ → ℝ) : (cumulantMatrix w s t).PosSemidef := by
  refine Matrix.PosSemidef.of_dotProduct_mulVec_nonneg ?_ fun x => ?_
  · refine Matrix.IsHermitian.ext fun a b => ?_
    change conj (Complex.exp (fanCumulant w s (t b - t a))) =
      Complex.exp (fanCumulant w s (t a - t b))
    rw [← Complex.exp_conj, ← fanCumulant_neg, neg_sub]
  -- each line contributes its weight times a squared modulus
  have key : ∀ W E : ℝ,
      ((W * Complex.normSq (∑ b, Complex.exp (I * E * t b) * x b) : ℝ) : ℂ) =
      ∑ a, ∑ b, conj (x a) *
        ((W : ℂ) * Complex.exp (-(I * E * ((t a - t b : ℝ) : ℂ)))) * x b := by
    intro W E
    rw [Complex.ofReal_mul, Complex.normSq_eq_conj_mul_self, map_sum,
      Finset.sum_mul_sum, Finset.mul_sum]
    refine Finset.sum_congr rfl fun a _ => ?_
    rw [Finset.mul_sum]
    refine Finset.sum_congr rfl fun b _ => ?_
    have e : Complex.exp (-(I * E * ((t a - t b : ℝ) : ℂ))) =
        Complex.exp (-(I * E * t a)) * Complex.exp (I * E * t b) := by
      rw [← Complex.exp_add]
      congr 1
      push_cast
      ring
    have c : conj (Complex.exp (I * E * t a)) = Complex.exp (-(I * E * t a)) := by
      rw [← Complex.exp_conj]
      congr 1
      simp
    rw [e, map_mul, c]
    ring
  have hQ : star x ⬝ᵥ (cumulantMatrix w s t *ᵥ x) =
      ∑ a, ∑ b, conj (x a) * Complex.exp (fanCumulant w s (t a - t b)) * x b := by
    simp only [dotProduct, Matrix.mulVec, cumulantMatrix, Pi.star_apply, Matrix.of_apply,
      Finset.mul_sum, mul_assoc, starRingEnd_apply]
  have H : HasSum (fun N : ℕ => ((∑ p : Fin N → ι, lineWeight s p *
      Complex.normSq (∑ b, Complex.exp (I * lineEnergy w s p * t b) * x b) : ℝ) : ℂ))
      (star x ⬝ᵥ (cumulantMatrix w s t *ᵥ x)) := by
    rw [hQ]
    have H0 := hasSum_sum (s := Finset.univ) fun a _ =>
      hasSum_sum (s := Finset.univ) fun b _ =>
        ((hasSum_lines w s (t a - t b)).mul_left (conj (x a))).mul_right (x b)
    convert H0 using 1
    · rfl
    funext N
    rw [Complex.ofReal_sum]
    simp only [key]
    rw [Finset.sum_comm]
    refine Finset.sum_congr rfl fun a _ => ?_
    rw [Finset.sum_comm]
    refine Finset.sum_congr rfl fun b _ => ?_
    rw [Finset.mul_sum, Finset.sum_mul]
  have hre := Complex.reCLM.hasSum H
  have him := Complex.imCLM.hasSum H
  simp only [Complex.reCLM_apply, Complex.ofReal_re] at hre
  simp only [Complex.imCLM_apply, Complex.ofReal_im] at him
  refine Complex.nonneg_iff.mpr ⟨?_, hasSum_zero.unique him⟩
  rw [← hre.tsum_eq]
  exact tsum_nonneg fun N => Finset.sum_nonneg fun p _ =>
    mul_nonneg (lineWeight_nonneg hs p) (Complex.normSq_nonneg _)
```

## Positivity of the spectral function

The spectral result also starts from the line expansion and does not pass through the matrix. For detuning $\delta$ and $\eta>0$,

$$\mathrm{Re}\int_0^\infty e^{(\mathrm i\delta-\eta)t}dt=\mathrm{Re}\,\frac{1}{\eta-\mathrm i\delta}=\frac{\eta}{\delta^2+\eta^2}.$$

```lean
/-- The half-line integral of an oscillation with detuning `δ` and damping `η` has a
Lorentzian real part. -/
theorem damped_oscillation_re {η : ℝ} (hη : 0 < η) (δ : ℝ) :
    (∫ t in Set.Ioi (0 : ℝ), Complex.exp ((I * δ - η) * t)).re = η / (δ ^ 2 + η ^ 2) := by
  have hre : (I * δ - η : ℂ).re = -η := by simp
  have him : (I * δ - η : ℂ).im = δ := by simp
  rw [integral_exp_mul_complex_Ioi (by rw [hre]; linarith) 0]
  have h : -Complex.exp ((I * δ - η) * ((0 : ℝ) : ℂ)) / (I * δ - η) =
      -(I * δ - η : ℂ)⁻¹ := by
    rw [Complex.ofReal_zero, mul_zero, Complex.exp_zero, neg_div, one_div]
  rw [h, Complex.neg_re, Complex.inv_re, Complex.normSq_apply, hre, him, neg_div, neg_neg]
  congr 1
  ring
```

Apply this to each line with $\delta=\omega-E_p$:

$$A(\omega)=\frac1\pi\sum_{N=0}^\infty\sum_pW_p\,\frac{\eta}{(\omega-E_p)^2+\eta^2}.$$

Exchanging sum and integral needs a bound. The $N$-phonon term of the integrand has modulus at most $e^{-\eta t}\sum_pW_p$, and these bounds add up to the integrable function $e^{-\eta t}$. This is the dominated convergence step `K`; the real part is taken afterwards.

With a single mode of frequency $w$ and strength $s$, there is one sequence for each $N$. The lines lie at $(N-s)w$ with Poisson weights $e^{-s}s^N/N!$, and at $s=0$ only a Lorentzian at the bare level remains.

```lean
/-- For nonnegative coupling strengths and positive broadening, the spectral function is the sum of
Lorentzians of half-width `η` at half maximum, centred at the line energies, with the line weights.
-/
theorem hasSum_spectralFunction (w : ι → ℝ) {s : ι → ℝ} (hs : ∀ j, 0 ≤ s j)
    {η : ℝ} (hη : 0 < η) (ω : ℝ) :
    HasSum (fun N : ℕ => (1 / Real.pi) * ∑ p : Fin N → ι,
      lineWeight s p * (η / ((ω - lineEnergy w s p) ^ 2 + η ^ 2)))
      (spectralFunction w s η ω) := by
  have hint : ∀ δ : ℝ, Integrable (fun t : ℝ => Complex.exp ((I * δ - η) * t))
      (volume.restrict (Set.Ioi 0)) := fun δ =>
    integrableOn_exp_mul_complex_Ioi (by simpa using hη) 0
  -- exchange the sum over lines with the time integral
  have K : HasSum (fun N : ℕ => ∫ t in Set.Ioi (0 : ℝ), ∑ p : Fin N → ι,
      (lineWeight s p : ℂ) * Complex.exp ((I * ((ω - lineEnergy w s p : ℝ) : ℂ) - η) * t))
      (∫ t in Set.Ioi (0 : ℝ),
        Complex.exp ((I * ω - η) * t) * Complex.exp (fanCumulant w s t)) := by
    refine hasSum_integral_of_dominated_convergence
      (fun N t => (∑ p : Fin N → ι, lineWeight s p) * Real.exp (-η * t)) ?_ ?_ ?_ ?_ ?_
    · exact fun N => (integrable_finsetSum _ fun p _ =>
        (hint _).const_mul _).aestronglyMeasurable
    · refine fun N => Filter.Eventually.of_forall fun t => ?_
      rw [Finset.sum_mul]
      refine (norm_sum_le _ _).trans (Finset.sum_le_sum fun p _ => le_of_eq ?_)
      rw [norm_mul, Complex.norm_real, Real.norm_of_nonneg (lineWeight_nonneg hs p),
        Complex.norm_exp]
      congr 2
      simp
    · exact Filter.Eventually.of_forall fun t =>
        ((hasSum_lineWeight s).mul_right _).summable
    · have h : (fun t : ℝ => ∑' N : ℕ, (∑ p : Fin N → ι, lineWeight s p) *
          Real.exp (-η * t)) = fun t => Real.exp (-η * t) := by
        funext t
        rw [((hasSum_lineWeight s).mul_right _).tsum_eq, one_mul]
      rw [h]
      exact exp_neg_integrableOn_Ioi 0 hη
    · refine Filter.Eventually.of_forall fun t => ?_
      convert (hasSum_lines w s t).mul_left (Complex.exp ((I * ω - η) * t)) using 1
      · rfl
      funext N
      rw [Finset.mul_sum]
      refine Finset.sum_congr rfl fun p _ => ?_
      have e : Complex.exp ((I * ((ω - lineEnergy w s p : ℝ) : ℂ) - η) * t) =
          Complex.exp ((I * ω - η) * t) * Complex.exp (-(I * lineEnergy w s p * t)) := by
        rw [← Complex.exp_add]
        congr 1
        push_cast
        ring
      rw [e]
      ring
  have R := (Complex.reCLM.hasSum K).mul_left (1 / Real.pi)
  simp only [Complex.reCLM_apply] at R
  unfold spectralFunction
  convert R using 1
  · rfl
  funext N
  have hI : (∫ t in Set.Ioi (0 : ℝ), ∑ p : Fin N → ι, (lineWeight s p : ℂ) *
      Complex.exp ((I * ((ω - lineEnergy w s p : ℝ) : ℂ) - η) * t)) =
      ∑ p : Fin N → ι, ∫ t in Set.Ioi (0 : ℝ), (lineWeight s p : ℂ) *
        Complex.exp ((I * ((ω - lineEnergy w s p : ℝ) : ℂ) - η) * t) :=
    integral_finsetSum _ fun p _ =>
      (hint (ω - lineEnergy w s p)).const_mul (lineWeight s p : ℂ)
  rw [hI, Complex.re_sum]
  congr 1
  refine Finset.sum_congr rfl fun p _ => ?_
  rw [integral_const_mul, Complex.re_ofReal_mul, damped_oscillation_re hη]
```

Every term is nonnegative, hence $A(\omega)\ge0$ for every real $\omega$ and every $\eta>0$.

```lean
/-- For nonnegative coupling strengths and positive broadening, the cumulant spectral
function is nonnegative at every energy. -/
theorem spectralFunction_nonneg (w : ι → ℝ) {s : ι → ℝ} (hs : ∀ j, 0 ≤ s j)
    {η : ℝ} (hη : 0 < η) (ω : ℝ) : 0 ≤ spectralFunction w s η ω := by
  rw [← (hasSum_spectralFunction w hs hη ω).tsum_eq]
  refine tsum_nonneg fun N => mul_nonneg (by positivity) (Finset.sum_nonneg fun p _ => ?_)
  exact mul_nonneg (lineWeight_nonneg hs p) (by positivity)

end

end FanCumulant
```

With this one-level, zero-temperature cumulant and finitely many modes, a negative region in a computed spectrum points to the numerics, such as a sharp time cut-off, or to a negative $s_j$. The theorems do not treat a continuum of modes or cumulants of higher order in the coupling. Thermal phonons are not worked out here, but the positivity theorems cover them because they allow negative frequencies: a mode of frequency $w$, strength $s$ and mean occupation $n$ enters as two modes, one of frequency $w$ and strength $s(n+1)$ and one of frequency $-w$ and strength $sn$.

```lean
#print axioms FanCumulant.zeroPhonon_lt_lineEnergy
-- 'FanCumulant.zeroPhonon_lt_lineEnergy' depends on axioms: [propext, Classical.choice, Quot.sound]
#print axioms FanCumulant.cumulantMatrix_posSemidef
-- 'FanCumulant.cumulantMatrix_posSemidef' depends on axioms: [propext, Classical.choice, Quot.sound]
#print axioms FanCumulant.spectralFunction_nonneg
-- 'FanCumulant.spectralFunction_nonneg' depends on axioms: [propext, Classical.choice, Quot.sound]
```
